# At negative hopping energy, a half-filled Hückel hypercube has a closed shell exactly in odd dimensions

Put one orbital and one electron on each corner of a square. In Hückel theory two electrons fill the lowest level, and the other two are left in a degenerate pair of orbitals. On a cube, eight electrons fill the lower levels completely. For non-interacting electrons with hopping energy $\beta<0$, the dimension $d$ of the hypercube decides between the two cases: half filling closes a shell exactly when $d$ is odd. Closure matters in electronic structure because, within this model, it makes the ground state a single determinant of doubly occupied orbitals.

## Sites, bonds and closed shells

```lean
import Mathlib

open Finset Module

namespace HypercubeShells

noncomputable section

/-- The sites of the `d`-dimensional hypercube: strings of `d` bits. -/
abbrev Site (d : ℕ) := Fin d → Bool
```

A site is a string $s=(s_1,\dots,s_d)$ of bits, so there are $2^d$ sites. Lean numbers the directions from 0.

```lean
/-- The neighbour of site `s` along direction `i`. -/
def flipBit {d : ℕ} (i : Fin d) (s : Site d) : Site d := Function.update s i (!s i)
```

`flipBit i s` is the neighbour of $s$ along direction $i$; below it is written $s^{(i)}$.

```lean
/-- The hypercube graph: two sites are bonded when one bit flip joins them. -/
def hypercube (d : ℕ) : SimpleGraph (Site d) :=
  SimpleGraph.fromRel fun s t => ∃ i, t = flipBit i s
```

Two sites are bonded when one flip joins them. `fromRel` makes the relation symmetric and removes self-bonds.

```lean
open scoped Classical in
/-- The adjacency matrix of the hypercube graph. -/
def adjacency (d : ℕ) : Matrix (Site d) (Site d) ℝ := (hypercube d).adjMatrix ℝ
```

The matrix $A$ has entry 1 for bonded sites and 0 otherwise.

```lean
/-- The Hückel Hamiltonian with site energy `α` and hopping energy `β`. -/
def huckel (d : ℕ) (α β : ℝ) : Matrix (Site d) (Site d) ℝ :=
  α • (1 : Matrix (Site d) (Site d) ℝ) + β • adjacency d
```

This is $H=\alpha I+\beta A$, with equal site energies, equal hoppings and orthogonal site orbitals. A negative $\beta$ means that in-phase combination of neighbouring orbitals lowers the energy.

```lean
/-- `N` electrons form a closed shell: for some energy `ε`, they doubly occupy
all orbitals of `H` below `ε`, and no others. -/
def ClosedShell {n : Type*} [Fintype n] [DecidableEq n] (H : Matrix n n ℝ) (N : ℕ) : Prop :=
  ∃ ε : ℝ, N = 2 * finrank ℝ
    (⨆ x ∈ Set.Iio ε, Module.End.eigenspace (Matrix.toLin' H) x : Submodule ℝ (n → ℝ))
```

`finrank` is dimension, and `⨆` joins the eigenspaces with energy $x<\varepsilon$ into one subspace. Thus $N$ must be twice the number of orbitals below some $\varepsilon$; the empty and completely full systems also count as closed.

It would be wrong to ask only that all electrons be paired. Four electrons on the square can be paired in two orbitals, yet one orbital of the degenerate middle level then stays empty. The definition excludes this because a cutoff in energy takes a whole level or none of it.

That electrons in a real cluster fill these orbitals from the bottom, undisturbed by their mutual repulsion, is a physical assumption.

```lean
/-- The sum of the first `k` binomial coefficients of order `d`. -/
def orbitals (d k : ℕ) : ℕ := ∑ j ∈ range k, d.choose j
```

Write $B_k=\sum_{j=0}^{k-1}\binom dj$ for `orbitals d k`. It will turn out to count the spatial orbitals in the lowest $k$ levels.

## Parity waves

```lean
/-- The sign carried by a bit. -/
def sgn (b : Bool) : ℝ := if b then -1 else 1
```

Here `sgn` acts on a bit, not on a real number: $\sigma(0)=1$ and $\sigma(1)=-1$.

```lean
/-- The parity wave that changes sign along the directions in `S`. -/
def wave {d : ℕ} (S : Finset (Fin d)) (s : Site d) : ℝ := ∏ i ∈ S, sgn (s i)
```

For a set $S$ of directions, the wave is $\chi_S(s)=\prod_{i\in S}\sigma(s_i)$, often called a Walsh function. It is unnormalised; dividing by $2^{d/2}$ gives it unit norm.

```lean
/-- The adjacency matrix sums an orbital over the `d` neighbours of a site. -/
theorem adjacency_mulVec {d : ℕ} (f : Site d → ℝ) (s : Site d) :
    (adjacency d).mulVec f s = ∑ i, f (flipBit i s) := by
  classical
  have hadj : ∀ t, (hypercube d).Adj s t ↔ ∃ i, t = flipBit i s := by
    intro t
    unfold hypercube
    rw [SimpleGraph.fromRel_adj]
    constructor
    · rintro ⟨_, h | ⟨i, rfl⟩⟩
      · exact h
      · exact ⟨i, by simp [flipBit]⟩
    · rintro ⟨i, rfl⟩
      refine ⟨fun h => ?_, Or.inl ⟨i, rfl⟩⟩
      have := congrFun h i
      simp [flipBit] at this
  have himg : univ.filter (fun t => (hypercube d).Adj s t)
      = univ.image (fun i => flipBit i s) := by
    ext t
    simp only [mem_filter, mem_univ, true_and, mem_image, hadj]
    exact ⟨fun ⟨i, h⟩ => ⟨i, h.symm⟩, fun ⟨i, h⟩ => ⟨i, h.symm⟩⟩
  have h : ∀ t, adjacency d s t * f t = if (hypercube d).Adj s t then f t else 0 := by
    intro t
    by_cases h : (hypercube d).Adj s t <;> simp [adjacency, SimpleGraph.adjMatrix_apply, h]
  change ∑ t, adjacency d s t * f t = _
  rw [sum_congr rfl (fun t _ => h t), ← sum_filter, himg, sum_image]
  intro i _ j _ hij
  by_contra hne
  have := congrFun hij i
  simp [flipBit, Function.update_of_ne hne] at this
```

The theorem says
$$(Af)(s)=\sum_t A_{st}f(t)=\sum_i f(s^{(i)}).$$
In the proof, `hadj` identifies the neighbours of $s$ with its single flips, and `himg` rewrites the sum over them. The last lines check that different directions give different neighbours, so none is counted twice.

```lean
/-- A parity wave with `k` sign-changing directions has adjacency eigenvalue `d - 2k`. -/
theorem adjacency_wave {d : ℕ} (S : Finset (Fin d)) :
    (adjacency d).mulVec (wave S) = ((d : ℝ) - 2 * S.card) • wave S := by
  have hflip : ∀ i s, wave S (flipBit i s) = (if i ∈ S then -1 else 1) * wave S s := by
    intro i s
    unfold wave
    split_ifs with hi
    · have h1 : ∏ j ∈ S.erase i, sgn (flipBit i s j) = ∏ j ∈ S.erase i, sgn (s j) :=
        prod_congr rfl fun j hj => by
          rw [flipBit, Function.update_of_ne (ne_of_mem_erase hj)]
      have h2 : sgn (flipBit i s i) = -sgn (s i) := by
        cases h : s i <;> simp [flipBit, sgn, h]
      rw [← mul_prod_erase S (fun j => sgn (flipBit i s j)) hi,
        ← mul_prod_erase S (fun j => sgn (s j)) hi, h1, h2]
      ring
    · rw [one_mul]
      refine prod_congr rfl fun j hj => ?_
      have hne : j ≠ i := by
        rintro rfl
        exact hi hj
      rw [flipBit, Function.update_of_ne hne]
  ext s
  rw [adjacency_mulVec]
  simp only [hflip, ← sum_mul, Pi.smul_apply, smul_eq_mul]
  congr 1
  calc _ = ∑ i : Fin d, ((1 : ℝ) - 2 * if i ∈ S then 1 else 0) :=
        sum_congr rfl fun i _ => by split_ifs <;> norm_num
    _ = _ := by rw [sum_sub_distrib, ← mul_sum]; simp
```

Flipping bit $i$ multiplies $\chi_S$ by $-1$ if $i\in S$ and by $1$ otherwise, which is `hflip`. With $k=|S|$, summing over directions gives
$$A\chi_S=[(d-k)-k]\,\chi_S=(d-2k)\,\chi_S.$$

```lean
/-- The parity waves form a basis of the orbital space. -/
theorem exists_wave_basis (d : ℕ) :
    ∃ b : Basis (Finset (Fin d)) ℝ (Site d → ℝ), ∀ S, b S = wave S := by
  -- completeness relation, from expanding a product over directions
  have hcomp : ∀ t s : Site d, ∑ S, wave S t * wave S s = if t = s then 2 ^ d else 0 := by
    intro t s
    calc ∑ S, wave S t * wave S s = ∏ i, (1 + sgn (t i) * sgn (s i)) := by
          rw [prod_one_add, powerset_univ]
          exact sum_congr rfl fun S _ => prod_mul_distrib.symm
      _ = _ := by
          split_ifs with h
          · subst h
            have h2 : ∀ b, 1 + sgn b * sgn b = 2 := by
              intro b; cases b <;> norm_num [sgn]
            simp only [h2, prod_const, card_univ, Fintype.card_fin]
          · obtain ⟨i, hi⟩ := Function.ne_iff.mp h
            have h0 : 1 + sgn (t i) * sgn (s i) = 0 := by
              revert hi
              cases t i <;> cases s i <;> norm_num [sgn]
            exact prod_eq_zero (mem_univ i) h0
  have hspan : ⊤ ≤ Submodule.span ℝ (Set.range (wave (d := d))) := by
    intro f _
    have hf : f = ∑ S, ((∑ t, f t * wave S t) / 2 ^ d) • wave S := by
      ext s
      simp only [Finset.sum_apply, Pi.smul_apply, smul_eq_mul]
      calc f s = (∑ t, f t * ∑ S, wave S t * wave S s) / 2 ^ d := by simp [hcomp]
        _ = _ := by
          simp only [mul_sum, sum_div, sum_mul]
          rw [sum_comm]
          exact sum_congr rfl fun S _ => sum_congr rfl fun t _ => by ring
    rw [hf]
    exact Submodule.sum_mem _ fun S _ =>
      Submodule.smul_mem _ _ (Submodule.subset_span ⟨S, rfl⟩)
  have hli := linearIndependent_of_top_le_span_of_card_eq_finrank hspan (by simp)
  exact ⟨Basis.mk hli hspan, fun S => Basis.mk_apply hli hspan S⟩
```

Expanding a product over directions gives the completeness relation `hcomp`:
$$\sum_S\chi_S(t)\chi_S(s)=\prod_i\bigl(1+\sigma(t_i)\sigma(s_i)\bigr)=2^d\delta_{ts}.$$
If $t\ne s$, some factor vanishes; if $t=s$, every factor is 2. Hence any $f$ is
$$f=\sum_S\Bigl(2^{-d}\sum_t f(t)\chi_S(t)\Bigr)\chi_S.$$
The waves therefore span (`hspan`). There are $2^d$ of them in a space of dimension $2^d$, so they form a basis.

## Degeneracies and spectrum

```lean
/-- For an operator with an eigenbasis, the levels with energies in `P` together hold as many
orbitals as there are basis vectors with energy in `P`. -/
theorem finrank_levels {ι V : Type*} [Fintype ι] [AddCommGroup V] [Module ℝ V]
    (b : Basis ι ℝ V) (T : Module.End ℝ V) (e : ι → ℝ) (h : ∀ i, T (b i) = e i • b i)
    (P : Set ℝ) [DecidablePred fun i => e i ∈ P] :
    finrank ℝ (⨆ x ∈ P, Module.End.eigenspace T x : Submodule ℝ V)
      = (univ.filter fun i => e i ∈ P).card := by
  have hs : (⨆ x ∈ P, Module.End.eigenspace T x : Submodule ℝ V)
      = Submodule.span ℝ (Set.range fun i : {i // e i ∈ P} => b i) := by
    apply le_antisymm
    · refine iSup₂_le fun x hx v hv => ?_
      rw [Module.End.mem_eigenspace_iff] at hv
      have hT : T v = ∑ i, (b.repr v i * e i) • b i := by
        conv_lhs => rw [← b.sum_repr v]
        simp only [map_sum, map_smul, h, smul_smul]
      -- an eigenvector only has components of its own energy
      have hc : ∀ i, b.repr v i * (e i - x) = 0 := by
        intro i
        have h1 : b.repr (∑ j, (b.repr v j * e j) • b j) i = b.repr v i * e i :=
          congrFun (b.repr_sum_self _) i
        rw [← hT, hv, map_smul, Finsupp.smul_apply, smul_eq_mul] at h1
        linear_combination -h1
      rw [← b.sum_repr v]
      refine Submodule.sum_mem _ fun i _ => ?_
      by_cases hi : e i ∈ P
      · exact Submodule.smul_mem _ _ (Submodule.subset_span ⟨⟨i, hi⟩, rfl⟩)
      · have hne : e i - x ≠ 0 := fun h0 => hi (by rwa [sub_eq_zero.mp h0])
        rw [(mul_eq_zero.mp (hc i)).resolve_right hne, zero_smul]
        exact Submodule.zero_mem _
    · rw [Submodule.span_le]
      rintro _ ⟨⟨i, hi⟩, rfl⟩
      exact Submodule.mem_iSup_of_mem (e i) (Submodule.mem_iSup_of_mem hi
        (Module.End.mem_eigenspace_iff.mpr (h i)))
  have hli : LinearIndependent ℝ (fun i : {i // e i ∈ P} => b i) :=
    b.linearIndependent.comp _ Subtype.val_injective
  rw [hs, finrank_span_eq_card hli, Fintype.card_subtype]
```

Let $Tb_i=e_ib_i$ for a basis $b_i$. If $v=\sum_i c_ib_i$ satisfies $Tv=xv$, comparing coefficients gives $c_i(e_i-x)=0$, which is `hc`. So $v$ contains only basis vectors of energy $x$. The levels with energies in $P$ together span exactly the $b_i$ with $e_i\in P$, and their dimension is the number of such vectors.

```lean
/-- The adjacency level `d - 2k` of the hypercube is `choose d k`-fold degenerate. -/
theorem finrank_eigenspace (d k : ℕ) :
    finrank ℝ (Module.End.eigenspace (Matrix.toLin' (adjacency d)) ((d : ℝ) - 2 * k))
      = d.choose k := by
  classical
  obtain ⟨b, hb⟩ := exists_wave_basis d
  have h := finrank_levels b (Matrix.toLin' (adjacency d)) (fun S => (d : ℝ) - 2 * S.card)
    (fun S => by rw [hb, Matrix.toLin'_apply, adjacency_wave]) {(d : ℝ) - 2 * k}
  rw [_root_.iSup_singleton] at h
  have hc : d.choose k = (powersetCard k (univ : Finset (Fin d))).card := by simp
  rw [h, hc]
  refine congrArg Finset.card ?_
  ext S
  simp [mem_powersetCard]
```

Take $P=\{d-2k\}$. The waves with this eigenvalue are those with $|S|=k$, and there are $\binom dk$ of them. For $k>d$ both sides are zero.

```lean
/-- The adjacency eigenvalues of the hypercube are exactly `d - 2k` with `k = 0, ..., d`. -/
theorem hasEigenvalue_iff (d : ℕ) (x : ℝ) :
    Module.End.HasEigenvalue (Matrix.toLin' (adjacency d)) x
      ↔ ∃ k ≤ d, x = (d : ℝ) - 2 * k := by
  classical
  constructor
  · intro hx
    have hx' : Module.End.eigenspace (Matrix.toLin' (adjacency d)) x ≠ ⊥ := hx
    by_contra hne
    obtain ⟨b, hb⟩ := exists_wave_basis d
    have h := finrank_levels b (Matrix.toLin' (adjacency d)) (fun S => (d : ℝ) - 2 * S.card)
      (fun S => by rw [hb, Matrix.toLin'_apply, adjacency_wave]) {x}
    rw [_root_.iSup_singleton] at h
    refine hx' (Submodule.finrank_eq_zero.mp ?_)
    rw [h, card_eq_zero, filter_eq_empty_iff]
    intro S _ hS
    exact hne ⟨S.card, (card_le_univ S).trans_eq (Fintype.card_fin d),
      (Set.mem_singleton_iff.mp hS).symm⟩
  · rintro ⟨k, hk, rfl⟩ h0
    have h0' : Module.End.eigenspace (Matrix.toLin' (adjacency d)) ((d : ℝ) - 2 * k) = ⊥ := h0
    have h := finrank_eigenspace d k
    rw [h0', finrank_bot] at h
    have := Nat.choose_pos hk
    omega
```

If $x$ is not of the form $d-2k$ with $0\le k\le d$, the count is zero and $x$ is not an eigenvalue. Conversely, $\binom dk>0$ for $k\le d$, so each of these values occurs.

## Filling the levels

```lean
/-- For negative hopping energy, the closed-shell electron counts of the hypercube are
twice the partial sums of the binomial coefficients. -/
theorem closedShell_iff {d N : ℕ} {α β : ℝ} (hβ : β < 0) :
    ClosedShell (huckel d α β) N ↔ ∃ k ≤ d + 1, N = 2 * orbitals d k := by
  classical
  obtain ⟨b, hb⟩ := exists_wave_basis d
  let e : ℕ → ℝ := fun k => α + β * ((d : ℝ) - 2 * k)
  -- the energy rises with the number of sign-changing directions
  have hmono : StrictMono e := by
    intro i j hij
    have h' : (i : ℝ) < j := by exact_mod_cast hij
    change α + β * ((d : ℝ) - 2 * i) < α + β * ((d : ℝ) - 2 * j)
    nlinarith [mul_pos (neg_pos.mpr hβ) (sub_pos.mpr h')]
  have hcount : ∀ k, (univ.filter fun S : Finset (Fin d) => S.card < k).card
      = orbitals d k := by
    intro k
    rw [card_eq_sum_card_fiberwise (f := Finset.card) (t := range k)
      (fun S hS => by simpa using hS)]
    refine sum_congr rfl fun j hj => ?_
    have hc : d.choose j = (powersetCard j (univ : Finset (Fin d))).card := by simp
    rw [hc]
    refine congrArg Finset.card ?_
    ext S
    simp only [mem_filter, mem_univ, true_and, mem_powersetCard, subset_univ]
    have := mem_range.mp hj
    omega
  have key : ∀ (ε : ℝ) (k : ℕ), (∀ j ≤ d, (e j < ε ↔ j < k)) →
      finrank ℝ (⨆ x ∈ Set.Iio ε, Module.End.eigenspace (Matrix.toLin' (huckel d α β)) x :
        Submodule ℝ (Site d → ℝ)) = orbitals d k := by
    intro ε k hk
    rw [finrank_levels b _ (fun S => e S.card) (fun S => by
      rw [hb, Matrix.toLin'_apply, huckel, Matrix.add_mulVec, Matrix.smul_mulVec,
        Matrix.smul_mulVec, Matrix.one_mulVec, adjacency_wave]
      module) (Set.Iio ε), ← hcount]
    refine congrArg Finset.card (filter_congr fun S _ => ?_)
    exact hk _ ((card_le_univ S).trans_eq (Fintype.card_fin d))
  constructor
  · rintro ⟨ε, rfl⟩
    -- the first empty level
    have hex : ∃ q, ¬ e q < ε ∨ q = d + 1 := ⟨d + 1, Or.inr rfl⟩
    refine ⟨Nat.find hex, Nat.find_min' hex (Or.inr rfl), ?_⟩
    rw [key ε (Nat.find hex)]
    intro j hj
    constructor
    · intro h
      by_contra hn
      rcases Nat.find_spec hex with h1 | h1
      · exact h1 (lt_of_le_of_lt (hmono.monotone (not_lt.mp hn)) h)
      · omega
    · intro h
      by_contra hn
      exact Nat.find_min hex h (Or.inl hn)
  · rintro ⟨k, _, rfl⟩
    exact ⟨e k, by rw [key (e k) k fun j _ => hmono.lt_iff_lt]⟩
```

The wave energies are $e_k=\alpha+\beta(d-2k)$, and $e_{k+1}-e_k=-2\beta>0$, so they rise with $k$ (`hmono`). The orbitals below a cutoff $\varepsilon$ are those of levels $0,\dots,k-1$, where $k$ is the first level not below $\varepsilon$, or $d+1$ if there is none. `Nat.find` picks this $k$, and `hcount` and `key` give the number of orbitals as $B_k$. Conversely, the cutoff $\varepsilon=e_k$ realises each $N=2B_k$; for $k=d+1$ the same formula gives an energy above all levels.

```lean
/-- Particle-hole symmetry of the binomial shells: for `k ≤ d + 1`, the first `k` and the first
`d + 1 - k` shells together hold `2 ^ d` orbitals. -/
theorem orbitals_add_holes (d k : ℕ) (hk : k ≤ d + 1) :
    orbitals d k + orbitals d (d + 1 - k) = 2 ^ d := by
  induction k with
  | zero => simp [orbitals, Nat.sum_range_choose]
  | succ k ih =>
    have h := ih (by omega)
    have hs := Nat.choose_symm (show k ≤ d by omega)
    rw [show d + 1 - k = (d - k) + 1 by omega] at h
    rw [show d + 1 - (k + 1) = d - k by omega]
    unfold orbitals at h ⊢
    rw [sum_range_succ] at h ⊢
    linarith
```

Since $\binom dj=\binom d{d-j}$, the lowest $d+1-k$ levels hold as many orbitals as the highest $d+1-k$. Therefore
$$B_k+B_{d+1-k}=\sum_{j=0}^d\binom dj=2^d.$$
Lean uses induction: raising $k$ by one adds $\binom dk$ to the first sum and removes the equal $\binom d{d-k}$ from the second.

```lean
/-- With negative hopping energy and one electron per site, the hypercube has a closed shell
exactly when its dimension is odd. -/
theorem closedShell_half_filling_iff {d : ℕ} {α β : ℝ} (hβ : β < 0) :
    ClosedShell (huckel d α β) (Fintype.card (Site d)) ↔ Odd d := by
  have hcard : Fintype.card (Site d) = 2 ^ d := by simp
  have hlt : ∀ i j, i < j → j ≤ d + 1 → orbitals d i < orbitals d j := by
    intro i j hij hj
    have h1 : orbitals d (i + 1) ≤ orbitals d j :=
      sum_le_sum_of_subset (range_mono hij)
    have h2 : orbitals d (i + 1) = orbitals d i + d.choose i := sum_range_succ _ _
    have h3 := Nat.choose_pos (show i ≤ d by omega)
    omega
  rw [closedShell_iff hβ, hcard]
  constructor
  · rintro ⟨k, hk, h⟩
    have hs := orbitals_add_holes d k hk
    -- filled and empty levels must be equal in number
    rcases lt_trichotomy k (d + 1 - k) with h1 | h1 | h1
    · have := hlt _ _ h1 (by omega)
      linarith
    · exact ⟨k - 1, by omega⟩
    · have := hlt _ _ h1 hk
      linarith
  · rintro ⟨m, rfl⟩
    refine ⟨m + 1, by omega, ?_⟩
    have hs := orbitals_add_holes (2 * m + 1) (m + 1) (by omega)
    rw [show 2 * m + 1 + 1 - (m + 1) = m + 1 by omega] at hs
    linarith
```

One electron per site means $N=2^d$. If the shell is closed, $2B_k=2^d=B_k+B_{d+1-k}$, so $B_k=B_{d+1-k}$. Partial sums increase strictly up to $k=d+1$ (`hlt`), which forces $k=d+1-k$ and $d=2k-1$. Conversely, for $d=2m+1$ the choice $k=m+1$ gives $2B_k=2^d$. The case $d=0$, a single site with one electron, is correctly open.

```lean
/-- For negative hopping energy, the cube has a closed shell for exactly
0, 2, 8, 14 or 16 electrons. -/
theorem cube_closedShell_iff {N : ℕ} {α β : ℝ} (hβ : β < 0) :
    ClosedShell (huckel 3 α β) N ↔ N = 0 ∨ N = 2 ∨ N = 8 ∨ N = 14 ∨ N = 16 := by
  rw [closedShell_iff hβ]
  constructor
  · rintro ⟨k, hk, rfl⟩
    interval_cases k <;> decide
  · rintro (rfl | rfl | rfl | rfl | rfl)
    · exact ⟨0, by omega, by decide⟩
    · exact ⟨1, by omega, by decide⟩
    · exact ⟨2, by omega, by decide⟩
    · exact ⟨3, by omega, by decide⟩
    · exact ⟨4, by omega, by decide⟩

end

end HypercubeShells
```

The cube's levels $\alpha+3\beta,\ \alpha+\beta,\ \alpha-\beta,\ \alpha-3\beta$ hold $1,3,3,1$ orbitals. The partial sums $0,1,4,7,8$ double to $0,2,8,14,16$. Lean checks the five values of $k$ one at a time.

```lean
#print axioms HypercubeShells.hasEigenvalue_iff
#print axioms HypercubeShells.closedShell_half_filling_iff
#print axioms HypercubeShells.cube_closedShell_iff
```

```
'HypercubeShells.hasEigenvalue_iff' depends on axioms: [propext, Classical.choice, Quot.sound]
'HypercubeShells.closedShell_half_filling_iff' depends on axioms: [propext, Classical.choice, Quot.sound]
'HypercubeShells.cube_closedShell_iff' depends on axioms: [propext, Classical.choice, Quot.sound]
```
